# A self-energy with one pole of positive residue gives two quasiparticle solutions, equally weighted only when the pole sits on the bare level

## Does a pole at the core level split the quasiparticle in half?

For a level \(e\) and a self-energy \(a/(w-p)\) with \(a>0\), the quasiparticle equation \(w=e+a/(w-p)\) should have exactly two real solutions. Their weights \(Z=1/(1+a/(w-p)^2)\) should add up to 1, and both should equal 1/2 precisely when \(p=e\). I read this as the simplest picture of a core-level quasiparticle being fragmented by a self-energy pole. Can it be made rigorous and machine-checked, including the awkward point \(w=p\)?

## Two solutions at every detuning, equal halves only at resonance

Yes: for all real \(e,p\) and every \(a>0\) there are exactly two solutions, one on each side of the pole. Their weights sum to 1 and are both 1/2 if and only if \(p=e\). In this one-pole model with real energies, a *GW*-type calculation whose self-energy pole falls on the bare level \(e\) has no dominant solution to report as the quasiparticle.

### Energies and weights from a quadratic

Away from the pole, multiplying by \(w-p\) gives
\[
(w-e)(w-p)=a .
\]
Conversely, \(w=p\) would make the left side zero, so \(a>0\) keeps every root off the pole and we may divide back. With \(R=\sqrt{(e-p)^2+4a}\), the roots are
\[
w_\mp=\frac{e+p\mp R}{2},\qquad w_\mp-p=\frac{e-p\mp R}{2}.
\]
Since \(R>|e-p|\), it follows that \(w_-<p<w_+\).

The self-energy \(\Sigma(w)=a/(w-p)\) has slope \(\Sigma'(w)=-a/(w-p)^2\), so \(Z=1/(1-\Sigma'(w))\). Put \(d=w_\mp-p\). The quadratic reads \(a=d\,(d-(e-p))\), hence
\[
d^2+a=d\,(2d-(e-p))=d\,(\mp R),
\]
\[
Z_\mp=\frac{d^2}{d^2+a}=\frac{d}{\mp R}=\frac12\left(1\mp\frac{e-p}{R}\right).
\]
The sum is 1, and both weights are 1/2 exactly when \(e=p\). Their product is
\[
Z_-Z_+=\frac{R^2-(e-p)^2}{4R^2}=\frac{a}{(e-p)^2+4a}.
\]

For the Green's function, the quadratic gives
\[
\frac1{z-e-\Sigma(z)}=\frac{z-p}{(z-w_-)(z-w_+)}=\frac{Z_-}{z-w_-}+\frac{Z_+}{z-w_+},
\]
because \(Z_-w_++Z_+w_-=\frac{e+p}2-\frac{e-p}2=p\). Likewise, using \(Z_+-Z_-=(e-p)/R\),
\[
Z_-w_-+Z_+w_+=\frac{e+p}{2}+\frac{e-p}{2}=e,
\]
\[
Z_-(w_--e)^2+Z_+(w_+-e)^2=\frac{(e-p)^2+R^2}{4}-\frac{(e-p)^2}{2}=a .
\]

### The Lean file

```lean
import Mathlib

namespace QuasiparticleFragmentation

noncomputable section

/-- Self-energy with a single pole at `p` and residue `a`, for frequencies `w ≠ p`. -/
def selfEnergy (a p w : ℝ) : ℝ := a / (w - p)

/-- The frequency `w` lies off the pole and solves the quasiparticle equation
`w = e + Σ(w)` for the bare level `e`. -/
def IsQuasiparticle (e p a w : ℝ) : Prop := w ≠ p ∧ w = e + selfEnergy a p w

/-- Quasiparticle weight `Z = 1 / (1 + a / (w - p)²)`, for `a > 0` and `w ≠ p`. -/
def weight (a p w : ℝ) : ℝ := 1 / (1 + a / (w - p) ^ 2)

/-- The energy `√((e - p)² + 4a)`, for `a ≥ 0`. -/
def splitting (e p a : ℝ) : ℝ := √((e - p) ^ 2 + 4 * a)

/-- The lower energy, half a splitting below the mean of `e` and `p`. -/
def lower (e p a : ℝ) : ℝ := (e + p - splitting e p a) / 2

/-- The upper energy, half a splitting above the mean of `e` and `p`. -/
def upper (e p a : ℝ) : ℝ := (e + p + splitting e p a) / 2

/-- Green's function `1 / (z - e - Σ(z))` of the level, for `z` different from the pole `p`
and from the quasiparticle energies. -/
def green (e p a z : ℝ) : ℝ := 1 / (z - e - selfEnergy a p z)

/-- Away from the pole, the slope of the self-energy is `1 - 1/Z`. -/
theorem hasDerivAt_selfEnergy (a : ℝ) {p w : ℝ} (hw : w ≠ p) :
    HasDerivAt (selfEnergy a p) (1 - (weight a p w)⁻¹) w := by
  have h : HasDerivAt (selfEnergy a p) ((0 * (w - p) - a * 1) / (w - p) ^ 2) w :=
    (hasDerivAt_const w a).fun_div ((hasDerivAt_id' w).sub_const p) (sub_ne_zero.mpr hw)
  refine h.congr_deriv ?_
  rw [weight, one_div, inv_inv]
  ring

theorem splitting_sq (e p : ℝ) {a : ℝ} (ha : 0 < a) :
    splitting e p a ^ 2 = (e - p) ^ 2 + 4 * a :=
  Real.sq_sqrt (by positivity)

theorem splitting_pos (e p : ℝ) {a : ℝ} (ha : 0 < a) : 0 < splitting e p a :=
  Real.sqrt_pos.mpr (by positivity)

/-- The pole of the self-energy lies strictly between the lower and the upper energy. -/
theorem pole_between (e p : ℝ) {a : ℝ} (ha : 0 < a) :
    lower e p a < p ∧ p < upper e p a := by
  have h := abs_lt_of_sq_lt_sq' (a := e - p) (b := splitting e p a)
    (by rw [splitting_sq e p ha]; linarith) (splitting_pos e p ha).le
  unfold lower upper
  constructor <;> linarith [h.1, h.2]

/-- The characteristic polynomial `(w - e)(w - p) - a` factorises over the two energies. -/
theorem factorisation (e p w : ℝ) {a : ℝ} (ha : 0 < a) :
    (w - lower e p a) * (w - upper e p a) = (w - e) * (w - p) - a := by
  unfold lower upper
  linear_combination (-1 / 4) * splitting_sq e p ha

/-- The weights of the lower and upper solutions are `(1 ∓ (e - p)/R)/2`, where `R` is
the splitting. -/
theorem weight_formulas (e p : ℝ) {a : ℝ} (ha : 0 < a) :
    weight a p (lower e p a) = (1 - (e - p) / splitting e p a) / 2 ∧
    weight a p (upper e p a) = (1 + (e - p) / splitting e p a) / 2 := by
  have hR := (splitting_pos e p ha).ne'
  have hs := splitting_sq e p ha
  -- if d² + a = d S, then the weight at distance d from the pole is d / S
  have key : ∀ d S : ℝ, d ≠ 0 → d ^ 2 + a = d * S → 1 / (1 + a / d ^ 2) = d / S := by
    intro d S hd h
    have h1 : 1 + a / d ^ 2 = S / d := by
      field_simp
      linear_combination h
    rw [h1, one_div_div]
  constructor
  · rw [weight, key _ (-splitting e p a) (sub_ne_zero.mpr (pole_between e p ha).1.ne)
      (by unfold lower; linear_combination (-1 / 4) * hs)]
    unfold lower
    field_simp
    ring
  · rw [weight, key _ (splitting e p a) (sub_ne_zero.mpr (pole_between e p ha).2.ne')
      (by unfold upper; linear_combination (-1 / 4) * hs)]
    unfold upper
    field_simp
    ring

/-- The quasiparticle equation with one pole of positive residue has exactly two solutions,
one on each side of the pole. Their weights sum to one, and both are one half if and only if
the pole coincides with the bare level. -/
theorem quasiparticle_fragmentation (e p : ℝ) {a : ℝ} (ha : 0 < a) :
    (∀ w, IsQuasiparticle e p a w ↔ w = lower e p a ∨ w = upper e p a) ∧
    (lower e p a < p ∧ p < upper e p a) ∧
    weight a p (lower e p a) + weight a p (upper e p a) = 1 ∧
    ((weight a p (lower e p a) = 1 / 2 ∧ weight a p (upper e p a) = 1 / 2) ↔ p = e) := by
  obtain ⟨hl, hu⟩ := weight_formulas e p ha
  refine ⟨fun w => ?_, pole_between e p ha, by rw [hl, hu]; ring, ?_⟩
  · have hf := factorisation e p w ha
    constructor
    · rintro ⟨hw, h⟩
      have h1 : w - e = a / (w - p) := by
        unfold selfEnergy at h
        linarith
      have h2 : (w - e) * (w - p) = a := by
        rw [h1, div_mul_cancel₀ _ (sub_ne_zero.mpr hw)]
      rw [h2, sub_self] at hf
      exact (mul_eq_zero.mp hf).imp sub_eq_zero.mp sub_eq_zero.mp
    · intro h
      have h0 : (w - lower e p a) * (w - upper e p a) = 0 :=
        mul_eq_zero.mpr (h.imp sub_eq_zero.mpr sub_eq_zero.mpr)
      have h2 : (w - e) * (w - p) = a := by linarith
      -- a positive residue keeps the solution off the pole
      have hw : w ≠ p := by
        intro hwp
        rw [hwp, sub_self, mul_zero] at h2
        exact ha.ne h2
      have h3 : w - e = a / (w - p) := (eq_div_iff (sub_ne_zero.mpr hw)).mpr h2
      refine ⟨hw, ?_⟩
      unfold selfEnergy
      linarith
  · rw [hl, hu]
    constructor
    · rintro ⟨h, -⟩
      have hq : (e - p) / splitting e p a = 0 := by linarith
      have h0 := (div_eq_zero_iff.mp hq).resolve_right (splitting_pos e p ha).ne'
      linarith
    · intro h
      have hq : (e - p) / splitting e p a = 0 := by rw [h, sub_self, zero_div]
      rw [hq]
      norm_num

/-- The product of the two weights is `a / ((e - p)² + 4a)`. -/
theorem weight_product (e p : ℝ) {a : ℝ} (ha : 0 < a) :
    weight a p (lower e p a) * weight a p (upper e p a) = a / ((e - p) ^ 2 + 4 * a) := by
  have hs := splitting_sq e p ha
  have hq := div_mul_cancel₀ (e - p) (splitting_pos e p ha).ne'
  rw [(weight_formulas e p ha).1, (weight_formulas e p ha).2, eq_div_iff (by positivity)]
  generalize (e - p) / splitting e p a = q at hq ⊢
  linear_combination q ^ 2 / 4 * hs - (q * splitting e p a + (e - p)) / 4 * hq

/-- The Green's function is a sum of two simple poles at the quasiparticle energies, with the
quasiparticle weights as residues. -/
theorem green_eq_sum_poles (e p : ℝ) {a z : ℝ} (ha : 0 < a) (hp : z ≠ p)
    (h1 : z ≠ lower e p a) (h2 : z ≠ upper e p a) :
    green e p a z = weight a p (lower e p a) / (z - lower e p a) +
      weight a p (upper e p a) / (z - upper e p a) := by
  have hzp := sub_ne_zero.mpr hp
  have hden : z - e - selfEnergy a p z =
      (z - lower e p a) * (z - upper e p a) / (z - p) := by
    rw [factorisation e p z ha, selfEnergy, sub_div, mul_div_cancel_right₀ _ hzp]
  -- the combined numerator of the two poles is z - p
  have hnum : weight a p (lower e p a) * (z - upper e p a) +
      (z - lower e p a) * weight a p (upper e p a) = z - p := by
    have hq := div_mul_cancel₀ (e - p) (splitting_pos e p ha).ne'
    rw [(weight_formulas e p ha).1, (weight_formulas e p ha).2]
    unfold lower upper
    generalize (e - p) / splitting e p a = q at hq ⊢
    linear_combination (1 / 2) * hq
  rw [green, hden, one_div_div,
    div_add_div _ _ (sub_ne_zero.mpr h1) (sub_ne_zero.mpr h2), hnum]

/-- The weighted mean of the two quasiparticle energies is the bare level `e`, and their
weighted variance about `e` is the residue `a`. -/
theorem spectral_moments (e p : ℝ) {a : ℝ} (ha : 0 < a) :
    weight a p (lower e p a) * lower e p a + weight a p (upper e p a) * upper e p a = e ∧
    weight a p (lower e p a) * (lower e p a - e) ^ 2 +
      weight a p (upper e p a) * (upper e p a - e) ^ 2 = a := by
  have hs := splitting_sq e p ha
  have hq := div_mul_cancel₀ (e - p) (splitting_pos e p ha).ne'
  rw [(weight_formulas e p ha).1, (weight_formulas e p ha).2]
  unfold lower upper
  generalize (e - p) / splitting e p a = q at hq ⊢
  constructor
  · linear_combination (1 / 2) * hq
  · linear_combination (1 / 4) * hs - (e - p) / 2 * hq

end

end QuasiparticleFragmentation
```

```lean
#print axioms QuasiparticleFragmentation.quasiparticle_fragmentation
#print axioms QuasiparticleFragmentation.weight_product
#print axioms QuasiparticleFragmentation.green_eq_sum_poles
#print axioms QuasiparticleFragmentation.spectral_moments
```

```
'QuasiparticleFragmentation.quasiparticle_fragmentation' depends on axioms: [propext, Classical.choice, Quot.sound]
'QuasiparticleFragmentation.weight_product' depends on axioms: [propext, Classical.choice, Quot.sound]
'QuasiparticleFragmentation.green_eq_sum_poles' depends on axioms: [propext, Classical.choice, Quot.sound]
'QuasiparticleFragmentation.spectral_moments' depends on axioms: [propext, Classical.choice, Quot.sound]
```

### How the definitions carry the physics

`e` is the bare level, `p` the pole position and `a` the residue, all real. In a *GW* calculation that starts from Kohn–Sham orbitals, `e` is the Kohn–Sham eigenvalue with the exchange-correlation potential replaced by the static exchange part of the self-energy, not the eigenvalue itself. The hypothesis `0 < a` represents a nonzero squared coupling between the core-hole state and one other ionised configuration, such as a shake-up state. Removal energies enter this frequency scale with a minus sign, so before coupling that configuration has removal energy `-p`. `lower`, `upper` and `splitting` are \(w_-\), \(w_+\) and \(R\).

`IsQuasiparticle` requires `w ≠ p` explicitly. Lean sets `a / 0 = 0`, so without this clause `w = e` would count as a third solution at `p = e`.

In `quasiparticle_fragmentation`, the first part says that a frequency is a solution if and only if it is `lower` or `upper`. The second places them strictly on either side of `p`, so they are distinct. The remaining parts are the sum rule and the equal-weight criterion.

The parameters are given, not computed from a screened interaction. There is no broadening, and `green` takes a real argument. A realistic self-energy has many poles.

### How the proof follows the algebra

`hasDerivAt_selfEnergy` ties `weight` to the slope of the self-energy by the quotient rule. `splitting_sq` supplies \(R^2\), from which `pole_between` obtains \(|e-p|<R\) and `factorisation` obtains the factorised quadratic.

In `weight_formulas`, the auxiliary statement `key` is the step from \(d^2+a=dS\) to \(Z=d/S\), applied with \(S=\mp R\). The main theorem then clears the denominator in one direction and restores it in the other, where `a > 0` excludes `w = p`.

`weight_product`, `green_eq_sum_poles` and `spectral_moments` replace \((e-p)/R\) by a variable `q` satisfying \(qR=e-p\). What remains is polynomial algebra, which `linear_combination` closes using that relation and, where needed, the formula for \(R^2\).
